# A Heisenberg pair with one spin rotated: isotropic, axial and antisymmetric exchange with an unchanged spectrum

Let $\mathbf S_1,\mathbf S_2$ be two spins one-half with $\hbar=1$, $\mathbf n$ a real unit vector, $\theta$ a real angle, and $W=\cos\theta+i\sin\theta\,\mathbf n\cdot\boldsymbol\sigma$ acting on the second spin. Then

$$\mathbf S_1\cdot(W\mathbf S_2W^*)=\cos2\theta\,\mathbf S_1\cdot\mathbf S_2+(1-\cos2\theta)(\mathbf n\cdot\mathbf S_1)(\mathbf n\cdot\mathbf S_2)-\sin2\theta\,\mathbf n\cdot(\mathbf S_1\times\mathbf S_2).$$

The eigenvalues remain $-3/4$ once and $1/4$ three times. Let $J$ be the coefficient of $\mathbf S_1\cdot\mathbf S_2$ in this form, with the full axial term kept separate, and $\mathbf D$ the antisymmetric (Dzyaloshinskii–Moriya) coupling vector. If $\cos2\theta\neq0$, then $|\mathbf D|=|\tan2\theta|\,|J|$.

Here $W$ stands for the spin rotation that spin-orbit coupling gives an electron hopping between two sites. The exchange form is taken as the model and is not derived from a hopping Hamiltonian.

## The two-spin model

```lean
import Mathlib

open Matrix
open scoped Kronecker

namespace TwistedExchange

noncomputable section
```

This loads the library Mathlib and the notation `⊗ₖ` for the Kronecker product.

```lean
/-- The three Pauli matrices, indexed by the Cartesian directions 0, 1, 2. -/
def pauli : Fin 3 → Matrix (Fin 2) (Fin 2) ℂ :=
  ![!![0, 1; 1, 0], !![0, -Complex.I; Complex.I, 0], !![1, 0; 0, -1]]
```

These are $\sigma_0,\sigma_1,\sigma_2$, the usual $x,y,z$ matrices. Index arithmetic in `Fin 3` is modulo 3, so $a,a+1,a+2$ is always a cyclic triple.

```lean
/-- The component `n · S` of a vector operator `S` along a real vector `n`. -/
def along {ι : Type} (n : Fin 3 → ℝ) (S : Fin 3 → Matrix ι ι ℂ) : Matrix ι ι ℂ :=
  ∑ a, (n a : ℂ) • S a
```

This is $\mathbf n\cdot\mathbf S=\sum_a n_aS_a$. The sign `•` multiplies a matrix by a number.

```lean
/-- The matrix `W = cos θ + i sin θ n · σ`, which is a spin rotation if `n` is a unit vector. -/
def hop (n : Fin 3 → ℝ) (θ : ℝ) : Matrix (Fin 2) (Fin 2) ℂ :=
  (Real.cos θ : ℂ) • 1 + (Complex.I * (Real.sin θ : ℂ)) • along n pauli
```

This is $W$. For a unit vector $\mathbf n$ it is unitary with determinant one.

```lean
/-- Operators on the space of two spins one-half. -/
abbrev TwoSpin := Matrix (Fin 2 × Fin 2) (Fin 2 × Fin 2) ℂ
```

Two-spin operators are $4\times4$ matrices, indexed by pairs of spin states.

```lean
/-- The first spin. -/
def S₁ (a : Fin 3) : TwoSpin := (1 / 2 : ℂ) • (pauli a ⊗ₖ 1)
```

$S_{1,a}=\tfrac12\,\sigma_a\otimes1$.

```lean
/-- The second spin. -/
def S₂ (a : Fin 3) : TwoSpin := (1 / 2 : ℂ) • (1 ⊗ₖ pauli a)
```

$S_{2,a}=\tfrac12\,1\otimes\sigma_a$.

```lean
/-- The isotropic exchange `S₁ · S₂`. -/
def heisenberg : TwoSpin := ∑ a, S₁ a * S₂ a
```

This is $\mathbf S_1\cdot\mathbf S_2$, with a positive sign: the singlet lies lowest.

```lean
/-- The antisymmetric exchange `D · (S₁ × S₂)`. -/
def dm (D : Fin 3 → ℝ) : TwoSpin :=
  ∑ a, (D a : ℂ) • (S₁ (a + 1) * S₂ (a + 2) - S₁ (a + 2) * S₂ (a + 1))
```

This is $\mathbf D\cdot(\mathbf S_1\times\mathbf S_2)$, with the cross product written out cyclically.

```lean
/-- The exchange `S₁ · (W S₂ W*)`, with `W` acting on the second spin. -/
def twisted (n : Fin 3 → ℝ) (θ : ℝ) : TwoSpin :=
  ∑ a, S₁ a * ((1 ⊗ₖ hop n θ) * S₂ a * (1 ⊗ₖ hop n θ)ᴴ)
```

The twisted exchange is defined by the conjugation itself; `ᴴ` is the adjoint.

## Rotating the Pauli vector

```lean
/-- Products of a Pauli matrix with itself and with the other two, in cyclic order. -/
theorem pauli_mul (a : Fin 3) :
    pauli a * pauli a = 1 ∧
    pauli a * pauli (a + 1) = Complex.I • pauli (a + 2) ∧
    pauli (a + 1) * pauli a = (-Complex.I) • pauli (a + 2) ∧
    pauli (a + 2) * pauli a = Complex.I • pauli (a + 1) ∧
    pauli a * pauli (a + 2) = (-Complex.I) • pauli (a + 1) := by
  fin_cases a <;> refine ⟨?_, ?_, ?_, ?_, ?_⟩ <;> ext i j <;> fin_cases i <;>
    fin_cases j <;> simp [pauli, Matrix.mul_apply, Fin.sum_univ_two]
```

The rules are $\sigma_a^2=1$, $\sigma_a\sigma_{a+1}=i\sigma_{a+2}$ and their cyclic and reversed forms. Lean checks every matrix entry.

```lean
/-- The anticommutator and the commutator of `n · σ` with a Pauli matrix. -/
theorem along_pauli_mul (n : Fin 3 → ℝ) (a : Fin 3) :
    along n pauli * pauli a + pauli a * along n pauli = (2 * (n a : ℂ)) • 1 ∧
    along n pauli * pauli a - pauli a * along n pauli = (2 * Complex.I) •
      ((n (a + 2) : ℂ) • pauli (a + 1) - (n (a + 1) : ℂ) • pauli (a + 2)) := by
  have hN : along n pauli = (n a : ℂ) • pauli a + (n (a + 1) : ℂ) • pauli (a + 1)
      + (n (a + 2) : ℂ) • pauli (a + 2) := by
    fin_cases a <;> simp [along, Fin.sum_univ_three] <;> abel
  obtain ⟨p1, p2, p3, p4, p5⟩ := pauli_mul a
  rw [hN]
  constructor <;>
    simp only [add_mul, mul_add, smul_mul_assoc, mul_smul_comm, p1, p2, p3, p4, p5] <;>
    module
```

Write $N=\mathbf n\cdot\boldsymbol\sigma$. Expanding $N$ and using the product rules gives

$$N\sigma_a+\sigma_aN=2n_a,\qquad N\sigma_a-\sigma_aN=2i\,(n_{a+2}\sigma_{a+1}-n_{a+1}\sigma_{a+2}).$$

```lean
/-- For a unit vector `n`, the matrix `n · σ` squares to one. -/
theorem along_pauli_sq (n : Fin 3 → ℝ) (hn : ∑ a, n a ^ 2 = 1) :
    along n pauli * along n pauli = 1 := by
  have hq : (n 0 : ℂ) ^ 2 + (n 1 : ℂ) ^ 2 + (n 2 : ℂ) ^ 2 = 1 := by
    rw [Fin.sum_univ_three] at hn
    exact_mod_cast hn
  have hN : along n pauli = (n 0 : ℂ) • pauli 0 + (n 1 : ℂ) • pauli 1
      + (n 2 : ℂ) • pauli 2 := Fin.sum_univ_three _
  have l : along n pauli * along n pauli = (n 0 : ℂ) • (along n pauli * pauli 0)
      + (n 1 : ℂ) • (along n pauli * pauli 1) + (n 2 : ℂ) • (along n pauli * pauli 2) := by
    simp only [← mul_smul_comm, ← mul_add, ← hN]
  have r : along n pauli * along n pauli = (n 0 : ℂ) • (pauli 0 * along n pauli)
      + (n 1 : ℂ) • (pauli 1 * along n pauli) + (n 2 : ℂ) • (pauli 2 * along n pauli) := by
    simp only [← smul_mul_assoc, ← add_mul, ← hN]
  -- average the two expansions and use the anticommutators
  linear_combination (norm := module) (1 / 2 : ℂ) • l + (1 / 2 : ℂ) • r
    + ((n 0 : ℂ) / 2) • (along_pauli_mul n 0).1 + ((n 1 : ℂ) / 2) • (along_pauli_mul n 1).1
    + ((n 2 : ℂ) / 2) • (along_pauli_mul n 2).1 + hq • (1 : Matrix (Fin 2) (Fin 2) ℂ)
```

Averaging $N^2=\sum_an_aN\sigma_a$ and $N^2=\sum_an_a\sigma_aN$ gives $N^2=\sum_an_a^2=1$. The tactic `linear_combination` checks that the goal is the stated combination of known equations.

```lean
/-- The adjoint of `W` is `cos θ - i sin θ n · σ`. -/
theorem hop_adjoint (n : Fin 3 → ℝ) (θ : ℝ) :
    (hop n θ)ᴴ = (Real.cos θ : ℂ) • 1 - (Complex.I * (Real.sin θ : ℂ)) • along n pauli := by
  have hp : ∀ a, (pauli a)ᴴ = pauli a := by
    intro a
    fin_cases a <;> ext i j <;> fin_cases i <;> fin_cases j <;> simp [pauli]
  simp only [hop, along, conjTranspose_add, conjTranspose_smul, conjTranspose_one,
    conjTranspose_sum, hp, Complex.star_def, map_mul, Complex.conj_ofReal, Complex.conj_I]
  module
```

The Pauli matrices are Hermitian, so $W^*=\cos\theta-i\sin\theta\,N$.

```lean
/-- For a unit vector `n`, conjugation by `W` rotates the Pauli vector about `n`
by the angle `2θ`. -/
theorem hop_rotates (n : Fin 3 → ℝ) (hn : ∑ a, n a ^ 2 = 1) (θ : ℝ) (a : Fin 3) :
    hop n θ * pauli a * (hop n θ)ᴴ = (Real.cos (2 * θ) : ℂ) • pauli a
      + ((1 - (Real.cos (2 * θ) : ℂ)) * (n a : ℂ)) • along n pauli
      - (Real.sin (2 * θ) : ℂ) •
        ((n (a + 2) : ℂ) • pauli (a + 1) - (n (a + 1) : ℂ) • pauli (a + 2)) := by
  obtain ⟨h0, h1⟩ := along_pauli_mul n a
  have h2 : along n pauli * pauli a * along n pauli
      = (2 * (n a : ℂ)) • along n pauli - pauli a := by
    rw [eq_sub_of_add_eq h0, sub_mul, smul_mul_assoc, one_mul, mul_assoc,
      along_pauli_sq n hn, mul_one]
  have hc : (Real.cos (2 * θ) : ℂ) = 2 * (Real.cos θ : ℂ) ^ 2 - 1 := by
    simp only [Real.cos_two_mul, Complex.ofReal_sub, Complex.ofReal_mul, Complex.ofReal_pow,
      Complex.ofReal_one, Complex.ofReal_ofNat]
  have hs : (Real.sin (2 * θ) : ℂ) = 2 * (Real.sin θ : ℂ) * (Real.cos θ : ℂ) := by
    simp only [Real.sin_two_mul, Complex.ofReal_mul, Complex.ofReal_ofNat]
  have hcs : (Real.sin θ : ℂ) ^ 2 + (Real.cos θ : ℂ) ^ 2 = 1 := by
    rw [← Complex.ofReal_pow, ← Complex.ofReal_pow, ← Complex.ofReal_add,
      Real.sin_sq_add_cos_sq, Complex.ofReal_one]
  rw [hop_adjoint, hc, hs, hop]
  simp only [add_mul, mul_sub, smul_mul_assoc, mul_smul_comm, one_mul, mul_one]
  generalize (Real.cos θ : ℂ) = c at *
  generalize (Real.sin θ : ℂ) = s at *
  linear_combination (norm := module) (Complex.I * s * c) • h1 + (s ^ 2) • h2
    + Complex.I_sq • ((2 * s * c) •
        ((n (a + 2) : ℂ) • pauli (a + 1) - (n (a + 1) : ℂ) • pauli (a + 2))
      - (s ^ 2) • (along n pauli * pauli a * along n pauli))
    + hcs • ((2 * (n a : ℂ)) • along n pauli - pauli a)
```

With $c=\cos\theta$ and $s=\sin\theta$,

$$W\sigma_aW^*=c^2\sigma_a+isc\,(N\sigma_a-\sigma_aN)+s^2N\sigma_aN.$$

The anticommutator and $N^2=1$ give $N\sigma_aN=2n_aN-\sigma_a$, which is `h2`. Inserting this and the commutator,

$$W\sigma_aW^*=\cos2\theta\,\sigma_a+(1-\cos2\theta)\,n_aN-\sin2\theta\,(n_{a+2}\sigma_{a+1}-n_{a+1}\sigma_{a+2}).$$

## The three couplings and the spectrum

```lean
/-- For a unit vector `n`, the twisted exchange is the sum of an isotropic, an axial and
an antisymmetric exchange, with weights `cos 2θ`, `1 - cos 2θ` and `-sin 2θ`. -/
theorem twisted_exchange (n : Fin 3 → ℝ) (hn : ∑ a, n a ^ 2 = 1) (θ : ℝ) :
    twisted n θ = (Real.cos (2 * θ) : ℂ) • heisenberg
      + (1 - (Real.cos (2 * θ) : ℂ)) • (along n S₁ * along n S₂)
      - (Real.sin (2 * θ) : ℂ) • dm n := by
  have key : ∀ a, (1 ⊗ₖ hop n θ) * S₂ a * (1 ⊗ₖ hop n θ)ᴴ
      = (Real.cos (2 * θ) : ℂ) • S₂ a
        + ((1 - (Real.cos (2 * θ) : ℂ)) * (n a : ℂ)) • along n S₂
        - (Real.sin (2 * θ) : ℂ) •
          ((n (a + 2) : ℂ) • S₂ (a + 1) - (n (a + 1) : ℂ) • S₂ (a + 2)) := by
    intro a
    have h : (1 ⊗ₖ hop n θ) * S₂ a * (1 ⊗ₖ hop n θ)ᴴ
        = (1 / 2 : ℂ) • ((1 : Matrix (Fin 2) (Fin 2) ℂ) ⊗ₖ
          (hop n θ * pauli a * (hop n θ)ᴴ)) := by
      simp only [S₂, conjTranspose_kronecker, conjTranspose_one, mul_smul_comm,
        smul_mul_assoc, ← mul_kronecker_mul, one_mul]
    rw [h, hop_rotates n hn]
    ext ⟨i, i'⟩ ⟨j, j'⟩
    simp only [S₂, along, Fin.sum_univ_three, kroneckerMap_apply, Matrix.add_apply,
      Matrix.sub_apply, Matrix.smul_apply, smul_eq_mul]
    ring
  -- contract the rotated second spin with the first
  simp only [twisted, key, heisenberg, dm, along, Fin.sum_univ_three, mul_add, mul_sub,
    add_mul, smul_mul_assoc, mul_smul_comm, zero_add, Fin.reduceAdd]
  module
```

The step `key` carries the rotation formula over to $S_{2,a}$. Multiply by $S_{1,a}$ and sum over $a$: the first two terms become the isotropic and axial exchange. Relabelling the last one cyclically gives

$$\sum_an_a(S_{1,a+1}S_{2,a+2}-S_{1,a+2}S_{2,a+1})=\mathbf n\cdot(\mathbf S_1\times\mathbf S_2).$$

```lean
/-- The characteristic determinant of `S₁ · S₂` is `(z + 3/4) (z - 1/4)³`. -/
theorem heisenberg_det (z : ℂ) :
    (z • (1 : TwoSpin) - heisenberg).det = (z + 3 / 4) * (z - 1 / 4) ^ 3 := by
  obtain ⟨e, h0, h1, h2, h3⟩ : ∃ e : Fin 4 ≃ Fin 2 × Fin 2,
      e 0 = (0, 0) ∧ e 1 = (0, 1) ∧ e 2 = (1, 0) ∧ e 3 = (1, 1) :=
    ⟨⟨![(0, 0), (0, 1), (1, 0), (1, 1)], fun p => ![![0, 1], ![2, 3]] p.1 p.2,
      by decide, by decide⟩, rfl, rfl, rfl, rfl⟩
  have hH : heisenberg = ∑ a, (1 / 2 * (1 / 2) : ℂ) • (pauli a ⊗ₖ pauli a) := by
    simp only [heisenberg, S₁, S₂, smul_mul_smul_comm, ← mul_kronecker_mul, one_mul, mul_one]
  -- the matrix in the product basis
  have hM : (z • (1 : TwoSpin) - heisenberg).submatrix e e =
      !![z - 1 / 4, 0, 0, 0; 0, z + 1 / 4, -1 / 2, 0;
         0, -1 / 2, z + 1 / 4, 0; 0, 0, 0, z - 1 / 4] := by
    rw [hH]
    ext i j
    fin_cases i <;> fin_cases j <;>
      simp [h0, h1, h2, h3, pauli, Fin.sum_univ_three] <;> ring
  rw [← det_submatrix_equiv_self e, hM]
  simp [Matrix.det_succ_row_zero, Fin.sum_univ_succ, Fin.succAbove]
  ring
```

In the product basis, $z-\mathbf S_1\cdot\mathbf S_2$ has two diagonal entries $z-\tfrac14$ and a block with diagonal $z+\tfrac14$ and off-diagonal $-\tfrac12$. The block has determinant $(z+\tfrac14)^2-\tfrac14=(z+\tfrac34)(z-\tfrac14)$, so the whole is $(z+\tfrac34)(z-\tfrac14)^3$.

```lean
/-- For a unit vector `n`, the twisted exchange has the eigenvalue `-3/4` once and `1/4`
three times, as roots of its characteristic determinant. -/
theorem twisted_det (n : Fin 3 → ℝ) (hn : ∑ a, n a ^ 2 = 1) (θ : ℝ) (z : ℂ) :
    (z • (1 : TwoSpin) - twisted n θ).det = (z + 3 / 4) * (z - 1 / 4) ^ 3 := by
  have hcs : (Real.sin θ : ℂ) ^ 2 + (Real.cos θ : ℂ) ^ 2 = 1 := by
    rw [← Complex.ofReal_pow, ← Complex.ofReal_pow, ← Complex.ofReal_add,
      Real.sin_sq_add_cos_sq, Complex.ofReal_one]
  have hW : hop n θ * (hop n θ)ᴴ = 1 := by
    rw [hop_adjoint, hop]
    simp only [add_mul, mul_sub, smul_mul_assoc, mul_smul_comm, one_mul, mul_one,
      along_pauli_sq n hn]
    linear_combination (norm := module)
      hcs • (1 : Matrix (Fin 2) (Fin 2) ℂ)
      - Complex.I_sq • (((Real.sin θ : ℂ) ^ 2) • (1 : Matrix (Fin 2) (Fin 2) ℂ))
  obtain ⟨U, hUdef⟩ : ∃ U : TwoSpin, U = 1 ⊗ₖ hop n θ := ⟨_, rfl⟩
  have hU : U * Uᴴ = 1 := by
    rw [hUdef, conjTranspose_kronecker, ← mul_kronecker_mul, hW, conjTranspose_one,
      one_mul, one_kronecker_one]
  -- the rotation of the second spin commutes with the first spin
  have hT : twisted n θ = U * heisenberg * Uᴴ := by
    simp only [twisted, heisenberg, ← hUdef, Finset.mul_sum, Finset.sum_mul]
    refine Finset.sum_congr rfl fun a _ => ?_
    have hc : S₁ a * U = U * S₁ a := by
      simp only [hUdef, S₁, smul_mul_assoc, mul_smul_comm, ← mul_kronecker_mul,
        one_mul, mul_one]
    rw [← mul_assoc, ← mul_assoc, hc, mul_assoc U]
  have hz : z • (1 : TwoSpin) - twisted n θ = U * (z • 1 - heisenberg) * Uᴴ := by
    rw [hT, mul_sub, sub_mul, mul_smul_comm, mul_one, smul_mul_assoc, hU]
  have hdet : U.det * Uᴴ.det = 1 := by rw [← det_mul, hU, det_one]
  rw [hz, det_mul, det_mul, heisenberg_det]
  linear_combination ((z + 3 / 4) * (z - 1 / 4) ^ 3) * hdet
```

Since $WW^*=c^2+s^2N^2=1$, the matrix $U=1\otimes W$ is unitary. It commutes with $\mathbf S_1$, so the twisted exchange is $U(\mathbf S_1\cdot\mathbf S_2)U^*$ and has the same characteristic determinant. For an isolated pair in this model, the energy levels therefore carry no information about $\theta$.

```lean
/-- For a unit vector `n`, the isotropic exchange, the axial exchange along `n` and the
antisymmetric exchange are linearly independent over the reals. -/
theorem couplings_independent (n D : Fin 3 → ℝ) (hn : ∑ a, n a ^ 2 = 1) (J K : ℝ)
    (h : (J : ℂ) • heisenberg + (K : ℂ) • (along n S₁ * along n S₂) + dm D = 0) :
    J = 0 ∧ K = 0 ∧ D = 0 := by
  have hq : (n 0 : ℂ) ^ 2 + (n 1 : ℂ) ^ 2 + (n 2 : ℂ) ^ 2 = 1 := by
    rw [Fin.sum_univ_three] at hn
    exact_mod_cast hn
  have tr : ∀ a b, (pauli a * pauli b).trace = if a = b then 2 else 0 := by
    intro a b
    fin_cases a <;> fin_cases b <;>
      simp [pauli, Matrix.trace_fin_two] <;> norm_num
  -- spin products are orthogonal under the trace
  have pair : ∀ c d a b, (S₁ c * S₂ d * (S₁ a * S₂ b)).trace
      = if c = a then (if d = b then 1 / 4 else 0) else 0 := by
    intro c d a b
    simp only [S₁, S₂, smul_mul_smul_comm, ← mul_kronecker_mul, one_mul, mul_one,
      trace_smul, trace_kronecker, tr, smul_eq_mul]
    split_ifs <;> norm_num
  have t : ∀ c d, (S₁ c * S₂ d * ((J : ℂ) • heisenberg
      + (K : ℂ) • (along n S₁ * along n S₂) + dm D)).trace = 0 := by
    intro c d
    rw [h, mul_zero, trace_zero]
  simp only [heisenberg, dm, along, Fin.sum_univ_three, mul_add, mul_sub, add_mul, smul_add,
    smul_sub, smul_mul_assoc, mul_smul_comm, trace_add, trace_sub, trace_smul, pair,
    smul_eq_mul, zero_add, Fin.reduceAdd] at t
  have t00 := t 0 0
  have t01 := t 0 1
  have t02 := t 0 2
  have t10 := t 1 0
  have t11 := t 1 1
  have t12 := t 1 2
  have t20 := t 2 0
  have t21 := t 2 1
  have t22 := t 2 2
  simp only [Fin.reduceEq, if_true, if_false, zero_ne_one, one_ne_zero]
    at t00 t01 t02 t10 t11 t12 t20 t21 t22
  -- the trace of the coupling tensor, and its contraction with n
  have e1 : 3 * (J : ℂ) + K = 0 := by
    linear_combination 4 * (t00 + t11 + t22) - (K : ℂ) * hq
  have e2 : (J : ℂ) + K = 0 := by
    linear_combination 4 * ((n 0 : ℂ) * n 0 * t00 + (n 0 : ℂ) * n 1 * t01
      + (n 0 : ℂ) * n 2 * t02 + (n 1 : ℂ) * n 0 * t10 + (n 1 : ℂ) * n 1 * t11
      + (n 1 : ℂ) * n 2 * t12 + (n 2 : ℂ) * n 0 * t20 + (n 2 : ℂ) * n 1 * t21
      + (n 2 : ℂ) * n 2 * t22)
      - ((J : ℂ) + K * ((n 0 : ℂ) ^ 2 + (n 1 : ℂ) ^ 2 + (n 2 : ℂ) ^ 2 + 1)) * hq
  have hJ : (J : ℂ) = 0 := by linear_combination (e1 - e2) / 2
  have hK : (K : ℂ) = 0 := by linear_combination e2 - hJ
  have d0 : (D 0 : ℂ) = 0 := by linear_combination 2 * (t12 - t21)
  have d1 : (D 1 : ℂ) = 0 := by linear_combination 2 * (t20 - t02)
  have d2 : (D 2 : ℂ) = 0 := by linear_combination 2 * (t01 - t10)
  refine ⟨Complex.ofReal_eq_zero.mp hJ, Complex.ofReal_eq_zero.mp hK, funext fun a => ?_⟩
  fin_cases a
  exacts [Complex.ofReal_eq_zero.mp d0, Complex.ofReal_eq_zero.mp d1,
    Complex.ofReal_eq_zero.mp d2]
```

Suppose $J\,\mathbf S_1\cdot\mathbf S_2+K(\mathbf n\cdot\mathbf S_1)(\mathbf n\cdot\mathbf S_2)+\mathbf D\cdot(\mathbf S_1\times\mathbf S_2)=0$. The products $S_{1,c}S_{2,d}$ are orthogonal under the trace (`pair`), so each of their coefficients $M_{cd}$ vanishes. Then

- $\sum_cM_{cc}=3J+K=0$ and $\sum_{cd}n_cM_{cd}n_d=J+K=0$, hence $J=K=0$;
- $M_{a+1,a+2}-M_{a+2,a+1}=2D_a=0$.

```lean
/-- Let `n` be a unit vector and `cos 2θ ≠ 0`. If `J₀` times the twisted exchange is written
with isotropic coupling `J`, axial coupling `K` along `n` and antisymmetric coupling vector
`D`, then `|D| = |tan 2θ| |J|`. -/
theorem dm_ratio (n D : Fin 3 → ℝ) (hn : ∑ a, n a ^ 2 = 1) (θ J₀ J K : ℝ)
    (hθ : Real.cos (2 * θ) ≠ 0)
    (h : (J₀ : ℂ) • twisted n θ
      = (J : ℂ) • heisenberg + (K : ℂ) • (along n S₁ * along n S₂) + dm D) :
    √(∑ a, D a ^ 2) = |Real.tan (2 * θ)| * |J| := by
  have hd : dm (fun a => D a + J₀ * Real.sin (2 * θ) * n a)
      = dm D + ((J₀ : ℂ) * (Real.sin (2 * θ) : ℂ)) • dm n := by
    simp only [dm, Fin.sum_univ_three, Complex.ofReal_add, Complex.ofReal_mul]
    module
  rw [twisted_exchange n hn] at h
  -- compare the given couplings with those of the main identity
  obtain ⟨hJ, -, hD⟩ := couplings_independent n
    (fun a => D a + J₀ * Real.sin (2 * θ) * n a) hn
    (J - J₀ * Real.cos (2 * θ)) (K - J₀ * (1 - Real.cos (2 * θ))) (by
      rw [hd]
      simp only [Complex.ofReal_sub, Complex.ofReal_mul, Complex.ofReal_one]
      linear_combination (norm := module) (-1 : ℂ) • h)
  have hDa : ∀ a, D a ^ 2 = (J₀ * Real.sin (2 * θ)) ^ 2 * n a ^ 2 := by
    intro a
    have ha : D a + J₀ * Real.sin (2 * θ) * n a = 0 := congrFun hD a
    rw [eq_neg_of_add_eq_zero_left ha]
    ring
  have hT : Real.tan (2 * θ) * J = J₀ * Real.sin (2 * θ) := by
    rw [sub_eq_zero.mp hJ, Real.tan_eq_sin_div_cos]
    field_simp
  rw [← abs_mul, hT, Finset.sum_congr rfl fun a _ => hDa a, ← Finset.mul_sum, hn, mul_one,
    Real.sqrt_sq_eq_abs]

end

end TwistedExchange
```

Hypothesis `h` says that $J_0$ times the twisted exchange has been split into these three couplings. By independence and the main identity,

$$J=J_0\cos2\theta,\qquad \mathbf D=-J_0\sin2\theta\,\mathbf n.$$

Hence $|\mathbf D|=|J_0\sin2\theta|=|\tan2\theta|\,|J|$. Here $J$ multiplies $\mathbf S_1\cdot\mathbf S_2$ beside the full axial term; a convention with a traceless anisotropy moves $K/3$ into the isotropic coupling, which changes $J$ whenever $K\neq0$.

The condition $\cos2\theta\neq0$ is needed. At $\theta=\pi/4$ and $J_0=1$, the couplings are $J=0$, $K=1$ and $\mathbf D=-\mathbf n$. The left side is 1, while the right side is 0 whatever number is assigned to $\tan(\pi/2)$.

For exchange parameters extracted from relativistic electronic-structure calculations, the ratio can serve as a consistency check where a single bond is described by this one-rotation model and $\theta$ is known independently, for example from the spin-dependent hopping. If $\theta$ is not known and $J\neq0$, the ratio only determines $|\tan2\theta|$.

```lean
#print axioms TwistedExchange.twisted_exchange
#print axioms TwistedExchange.twisted_det
#print axioms TwistedExchange.dm_ratio
```

```
'TwistedExchange.twisted_exchange' depends on axioms: [propext, Classical.choice, Quot.sound]
'TwistedExchange.twisted_det' depends on axioms: [propext, Classical.choice, Quot.sound]
'TwistedExchange.dm_ratio' depends on axioms: [propext, Classical.choice, Quot.sound]
```
